# Continuum solvation energy of a point ion in a neutral spherical cell, and its approach to the Born value

## Charges, field and energies

A point ion of charge q sits at the centre of a sphere of radius B. Around it is an empty cavity of radius R, and a solvent of relative permittivity ε fills the shell R < r < B. A uniform background charge, spread over the whole sphere including the cavity, makes the cell neutral. Units are Gaussian, and every quantity is a real number in Lean.

The solvent is a linear, uniform dielectric with a sharp inner boundary. It contains no mobile ions, and only electrostatic energy is counted. The spherical cell stands in for the periodic box of a simulation.

```lean
import Mathlib

open Real Filter Topology

namespace BornIonInNeutralCell

noncomputable section
```

The background density is minus the ion's charge divided by the cell volume:

ρ = −q / (4πB³/3).

```lean
/-- Uniform background density that compensates an ion of charge `q` in a spherical cell
of radius `B`, for `B ≠ 0`. -/
def backgroundDensity (q B : ℝ) : ℝ := -q / (4 / 3 * π * B ^ 3)
```

For 0 < r ≤ B, the free charge inside radius r, which leaves out the polarisation charge of the solvent, is the ion plus the background up to r:

Q(r) = q + ∫₀ʳ 4πs²ρ ds.

```lean
/-- Charge inside the sphere of radius `r`: the central ion and the background up to `r`, for
`0 < r ≤ B`. -/
def enclosedCharge (q B r : ℝ) : ℝ :=
  q + ∫ s in (0 : ℝ)..r, 4 * π * s ^ 2 * backgroundDensity q B
```

By spherical symmetry, Gauss's law gives a radial displacement field D(r) = Q(r)/r². The file takes this relation as the definition of D; it does not derive it from Maxwell's equations.

```lean
/-- Radial displacement field in Gaussian units, the enclosed charge over `r ^ 2`, for `0 < r ≤ B`.
-/
def displacement (q B r : ℝ) : ℝ := enclosedCharge q B r / r ^ 2
```

For a unit ion, D will turn out to be 1/r² − r/B³. The solvent field integral is therefore

I(R, B) = ∫ from R to B of (1/r² − r/B³)² r² dr.

```lean
/-- Integral over `r` from `R` to `B`, the solvent shell, of `r ^ 2` times the squared displacement
field of a unit ion and its neutralising background, for `0 < R < B`. -/
def solventIntegral (R B : ℝ) : ℝ := ∫ r in R..B, (1 / r ^ 2 - r / B ^ 3) ^ 2 * r ^ 2
```

A linear dielectric stores the energy density D²/(8πε), so the shell holds

W(ε) = (1/8π) ∫ from R to B of (D²/ε) 4πr² dr.

```lean
/-- Electrostatic energy stored in the shell from `R` to `B` filled with a medium of relative
permittivity `ε`, for `ε ≠ 0` and `0 < R < B`. -/
def fieldEnergy (ε q R B : ℝ) : ℝ :=
  1 / (8 * π) * ∫ r in R..B, displacement q B r ^ 2 / ε * (4 * π * r ^ 2)
```

The solvation energy is W(ε) − W(1). The cavity has the same field and permittivity with or without solvent, so its energy density cancels at every point, and the cavity is left out from the start. The cancellation has to come before the integration, because the field energy of a point charge is infinite.

```lean
/-- Solvation energy in the cell: the shell energy with solvent minus that with vacuum,
for `ε ≠ 0` and `0 < R < B`. -/
def solvationEnergy (ε q R B : ℝ) : ℝ := fieldEnergy ε q R B - fieldEnergy 1 q R B
```

The reference value is the Born energy of the same ion in an unbounded solvent, −(1 − 1/ε)q²/(2R).

```lean
/-- Born solvation energy of an ion of cavity radius `R` in an unbounded solvent,
for `ε ≠ 0` and `R ≠ 0`. -/
def bornEnergy (ε q R : ℝ) : ℝ := -(1 - 1 / ε) * q ^ 2 / (2 * R)
```

## Enclosed charge and neutrality

The background integral is 4πρr³/3 = −q r³/B³. Hence

Q(r) = q(1 − r³/B³), or B³Q(r) = q(B³ − r³).

Lean proves the second form, which has no denominators. In the proof, `hρ` says that density times cell volume is −q, `hI` evaluates the integral, and `linear_combination` adds r³ times the first relation.

```lean
/-- In a cell of positive radius `B`, the background reduces the enclosed charge in proportion
to the enclosed volume. -/
theorem enclosedCharge_eq (q r : ℝ) {B : ℝ} (hB : 0 < B) :
    B ^ 3 * enclosedCharge q B r = q * (B ^ 3 - r ^ 3) := by
  have hρ : backgroundDensity q B * (4 / 3 * π * B ^ 3) = -q := by
    unfold backgroundDensity
    exact div_mul_cancel₀ _ (by positivity)
  have hI : ∫ s in (0 : ℝ)..r, 4 * π * s ^ 2 * backgroundDensity q B
      = 4 * π * (r ^ 3 / 3) * backgroundDensity q B := by
    rw [intervalIntegral.integral_mul_const, intervalIntegral.integral_const_mul, integral_pow]
    push_cast
    ring
  unfold enclosedCharge
  rw [hI]
  linear_combination r ^ 3 * hρ
```

At r = B the right-hand side vanishes. Since B³ ≠ 0, the total charge Q(B) is zero.

```lean
/-- A cell of positive radius `B` is neutral as a whole. -/
theorem cell_neutral (q : ℝ) {B : ℝ} (hB : 0 < B) : enclosedCharge q B B = 0 := by
  have h := enclosedCharge_eq q B hB
  rw [sub_self, mul_zero] at h
  exact (mul_eq_zero.1 h).resolve_left (by positivity)
```

Dividing Q(r) by r² gives the field

D(r) = q(1/r² − r/B³).

This is again stated with denominators cleared, as r²B³D(r) = q(B³ − r³), for positive r and B.

```lean
/-- Gauss's law for the ion and its background, at positive distance `r` in a cell of positive
radius `B`, with denominators cleared. -/
theorem displacement_gauss (q : ℝ) {r B : ℝ} (hr : 0 < r) (hB : 0 < B) :
    r ^ 2 * B ^ 3 * displacement q B r = q * (B ^ 3 - r ^ 3) := by
  have hd : displacement q B r * r ^ 2 = enclosedCharge q B r := by
    unfold displacement
    exact div_mul_cancel₀ _ (by positivity)
  linear_combination B ^ 3 * hd + enclosedCharge_eq q r hB
```

## The solvent field integral

Expanding the square gives

(1/r² − r/B³)² r² = 1/r² − 2r/B³ + r⁴/B⁶,

with antiderivative

F(r) = −1/r − r²/B³ + r⁵/(5B⁶).

At the outer limit F(B) = −1/B − 1/B + 1/(5B) = −9/(5B). Subtracting F(R) yields

I(R, B) = 1/R − 9/(5B) + R²/B³ − R⁵/(5B⁶).

In Lean, `hder` checks that F has the integrand as its derivative throughout the closed interval, where r > 0. Continuity, from `hcont`, gives integrability, and the fundamental theorem of calculus then evaluates the integral as F(B) − F(R).

```lean
/-- For `0 < R < B`, the solvent field integral of a unit ion in the neutral cell has this
closed form. -/
theorem solventIntegral_eq {R B : ℝ} (hR : 0 < R) (hRB : R < B) :
    solventIntegral R B
      = 1 / R - 9 / (5 * B) + R ^ 2 / B ^ 3 - R ^ 5 / (5 * B ^ 6) := by
  have hB : 0 < B := hR.trans hRB
  have pos : ∀ r ∈ Set.uIcc R B, 0 < r := by
    intro r hr
    rw [Set.uIcc_of_le hRB.le] at hr
    exact hR.trans_le hr.1
  -- an explicit antiderivative of the integrand
  have hder : ∀ r ∈ Set.uIcc R B,
      HasDerivAt (fun x : ℝ => -x⁻¹ - x ^ 2 / B ^ 3 + x ^ 5 / (5 * B ^ 6))
        ((1 / r ^ 2 - r / B ^ 3) ^ 2 * r ^ 2) r := by
    intro r hr
    have hr0 : r ≠ 0 := (pos r hr).ne'
    have h2 : HasDerivAt (fun x : ℝ => x ^ 2) (2 * r) r := by
      simpa using hasDerivAt_pow 2 r
    have h5 : HasDerivAt (fun x : ℝ => x ^ 5) (5 * r ^ 4) r := by
      simpa using hasDerivAt_pow 5 r
    have h := ((hasDerivAt_inv hr0).fun_neg.fun_sub (h2.div_const (B ^ 3))).fun_add
      (h5.div_const (5 * B ^ 6))
    refine h.congr_deriv ?_
    field_simp
    ring
  have hcont : ContinuousOn (fun r : ℝ => (1 / r ^ 2 - r / B ^ 3) ^ 2 * r ^ 2)
      (Set.uIcc R B) := by
    intro r hr
    have hr0 : 0 < r := pos r hr
    apply ContinuousAt.continuousWithinAt
    fun_prop (disch := positivity)
  unfold solventIntegral
  rw [intervalIntegral.integral_eq_sub_of_hasDerivAt hder hcont.intervalIntegrable]
  field_simp
  ring
```

## Solvation energy in closed form

Inserting D into the shell energy takes the constants outside:

W(ε) = (1/8π)(4πq²/ε) I(R, B) = q²/(2ε) · I(R, B).

The step `hD` recovers D from the cleared form of Gauss's law at each point of the shell, and `hc` collects the constants.

```lean
/-- For `ε ≠ 0` and `0 < R < B`, the energy in the solvent shell is `q ^ 2 / (2 * ε)` times the
solvent field integral. -/
theorem fieldEnergy_eq (ε q : ℝ) {R B : ℝ} (hR : 0 < R) (hRB : R < B) :
    fieldEnergy ε q R B = q ^ 2 / (2 * ε) * solventIntegral R B := by
  have hB : 0 < B := hR.trans hRB
  have hI : ∫ r in R..B, displacement q B r ^ 2 / ε * (4 * π * r ^ 2)
      = ∫ r in R..B, 4 * π * q ^ 2 / ε * ((1 / r ^ 2 - r / B ^ 3) ^ 2 * r ^ 2) := by
    apply intervalIntegral.integral_congr
    intro r hr
    rw [Set.uIcc_of_le hRB.le] at hr
    have hr0 : 0 < r := hR.trans_le hr.1
    -- Gauss's law gives the field at each point of the shell
    have hD : displacement q B r = q * (1 / r ^ 2 - r / B ^ 3) := by
      have hne : r ^ 2 * B ^ 3 ≠ 0 := by positivity
      apply mul_left_cancel₀ hne
      rw [displacement_gauss q hr0 hB]
      have e1 : r ^ 2 * (1 / r ^ 2) = 1 := by field_simp
      have e2 : B ^ 3 * (r / B ^ 3) = r := by field_simp
      linear_combination (-q * B ^ 3) * e1 + q * r ^ 2 * e2
    beta_reduce
    rw [hD]
    ring
  have hπ : π⁻¹ * π = 1 := inv_mul_cancel₀ pi_ne_zero
  have hc : 1 / (8 * π) * (4 * π * q ^ 2 / ε) = q ^ 2 / (2 * ε) := by
    linear_combination (q ^ 2 / (2 * ε)) * hπ
  unfold fieldEnergy solventIntegral
  rw [hI, intervalIntegral.integral_const_mul, ← mul_assoc, hc]
```

Subtracting the vacuum value gives

W(ε) − W(1) = −(1 − 1/ε)(q²/2) I(R, B).

The Lean statement has no hypothesis on ε. At ε = 0 it holds only because Lean sets division by zero to 0, and it has no physical meaning there.

```lean
/-- Closed form of the solvation energy of the ion in the neutral cell, for `ε ≠ 0` and `0 < R < B`.
-/
theorem solvationEnergy_eq (ε q : ℝ) {R B : ℝ} (hR : 0 < R) (hRB : R < B) :
    solvationEnergy ε q R B = -(1 - 1 / ε) * q ^ 2 / 2 *
      (1 / R - 9 / (5 * B) + R ^ 2 / B ^ 3 - R ^ 5 / (5 * B ^ 6)) := by
  unfold solvationEnergy
  rw [fieldEnergy_eq ε q hR hRB, fieldEnergy_eq 1 q hR hRB, solventIntegral_eq hR hRB]
  ring
```

## The limit of a large cell

With x = 1/B, the bracket in the closed form becomes

1/R − (9/5)x + R²x³ − (R⁵/5)x⁶.

As B grows, x tends to 0 and only 1/R survives, which leaves the Born energy. The proof follows the same substitution: the polynomial is continuous in x, B⁻¹ tends to zero, and the closed form applies once B > R.

```lean
/-- For `ε ≠ 0` and a fixed cavity radius `R > 0`, the solvation energy in the cell tends to the
Born energy as the cell radius grows without bound. -/
theorem solvationEnergy_tendsto_born (ε q : ℝ) {R : ℝ} (hR : 0 < R) :
    Tendsto (fun B => solvationEnergy ε q R B) atTop (𝓝 (bornEnergy ε q R)) := by
  -- the closed form is a polynomial in the inverse cell radius
  have hc : Continuous (fun x : ℝ => -(1 - 1 / ε) * q ^ 2 / 2 *
      (1 / R - 9 / 5 * x + R ^ 2 * x ^ 3 - R ^ 5 / 5 * x ^ 6)) := by fun_prop
  have h := (hc.tendsto 0).comp (tendsto_inv_atTop_zero (𝕜 := ℝ))
  have h0 : bornEnergy ε q R = -(1 - 1 / ε) * q ^ 2 / 2 *
      (1 / R - 9 / 5 * 0 + R ^ 2 * 0 ^ 3 - R ^ 5 / 5 * 0 ^ 6) := by
    unfold bornEnergy
    ring
  rw [h0]
  refine h.congr' ?_
  filter_upwards [eventually_gt_atTop R] with B hB
  rw [solvationEnergy_eq ε q hR hB]
  simp only [Function.comp_apply]
  ring
```

## Bounds on the finite-cell error

Now let x = R/B, so that 0 < x < 1, and write K = (1 − 1/ε)q²/(2B). Subtracting the Born energy cancels the 1/R term and leaves

error = K(9/5 − x² + x⁵/5).

For ε > 1 and q ≠ 0, K is positive. The factor exceeds 1 because

4 − 5x² + x⁵ = (1 − x)(4 + 4x − x² − x³ − x⁴) > 0,

where the second bracket is larger than 1 + 4x. It is below 9/5 because x⁵ ≤ x² < 5x². Therefore

K < error < (9/5)K.

The solvation energy in the cell is thus too weak, by an amount of order 1/B. In implicit-solvent calculations on charged species, the solvation energy may be taken as the difference between the energies with solvent and in vacuum, both computed in the same periodic cell with a uniform background and no correction for cell size. The bounds estimate the finite-size error of that difference, within the model of a point ion in a spherical cell. They do not apply to the total energy in solvent alone.

The strict lower bound fails if R = B is allowed. Take R = B = 1, q = 1 and ε = 2: no solvent is left, the solvation energy is 0 and the Born energy is −1/4, so the error is 1/4, exactly K.

In the proof, `hg` writes the error as K times the factor, `key` proves the two polynomial inequalities, and the final `nlinarith` calls multiply them by the positive K.

```lean
/-- For `ε > 1`, `q ≠ 0` and `0 < R < B`, the solvation energy in the cell lies above the Born
energy by more than `(1 - 1 / ε) * q ^ 2 / (2 * B)` and less than `9 / 5` of this amount. -/
theorem finite_cell_error {ε q R B : ℝ} (hε : 1 < ε) (hq : q ≠ 0) (hR : 0 < R) (hRB : R < B) :
    (1 - 1 / ε) * q ^ 2 / (2 * B) < solvationEnergy ε q R B - bornEnergy ε q R ∧
    solvationEnergy ε q R B - bornEnergy ε q R
      < 9 / 5 * ((1 - 1 / ε) * q ^ 2 / (2 * B)) := by
  have hB : 0 < B := hR.trans hRB
  have hε1 : 0 < 1 - 1 / ε := sub_pos.2 ((div_lt_one (by linarith)).2 hε)
  have hK : 0 < (1 - 1 / ε) * q ^ 2 / (2 * B) := by positivity
  have hg : solvationEnergy ε q R B - bornEnergy ε q R
      = (1 - 1 / ε) * q ^ 2 / (2 * B) * (9 / 5 - (R / B) ^ 2 + (R / B) ^ 5 / 5) := by
    rw [solvationEnergy_eq ε q hR hRB]
    unfold bornEnergy
    ring
  -- the rest is a polynomial inequality in the ratio of the radii
  have key : ∀ x : ℝ, 0 < x → x < 1 →
      1 < 9 / 5 - x ^ 2 + x ^ 5 / 5 ∧ 9 / 5 - x ^ 2 + x ^ 5 / 5 < 9 / 5 := by
    intro x hx0 hx1
    have h2 : x ^ 2 ≤ 1 := pow_le_one₀ hx0.le hx1.le
    have h3 : x ^ 3 ≤ 1 := pow_le_one₀ hx0.le hx1.le
    have h4 : x ^ 4 ≤ 1 := pow_le_one₀ hx0.le hx1.le
    have hp : 0 < (1 - x) * (4 + 4 * x - x ^ 2 - x ^ 3 - x ^ 4) :=
      mul_pos (by linarith) (by linarith)
    have hs : 0 < x ^ 2 := by positivity
    have hm : x ^ 2 * x ^ 3 ≤ x ^ 2 * 1 := mul_le_mul_of_nonneg_left h3 hs.le
    constructor
    · nlinarith [hp]
    · nlinarith [hm, hs]
  obtain ⟨hl, hu⟩ := key (R / B) (by positivity) ((div_lt_one hB).2 hRB)
  rw [hg]
  constructor
  · nlinarith [mul_pos hK (sub_pos.2 hl)]
  · nlinarith [mul_pos hK (sub_pos.2 hu)]

end

end BornIonInNeutralCell
```

```lean
#print axioms BornIonInNeutralCell.cell_neutral
-- 'BornIonInNeutralCell.cell_neutral' depends on axioms: [propext, Classical.choice, Quot.sound]
#print axioms BornIonInNeutralCell.solvationEnergy_tendsto_born
-- 'BornIonInNeutralCell.solvationEnergy_tendsto_born' depends on axioms: [propext, Classical.choice, Quot.sound]
#print axioms BornIonInNeutralCell.finite_cell_error
-- 'BornIonInNeutralCell.finite_cell_error' depends on axioms: [propext, Classical.choice, Quot.sound]
```
